# Integration over the unit cell recovers the plane-wave coefficients of a finite trigonometric polynomial

A function on the one-dimensional unit cell is given as a finite sum of plane waves `exp(2πikx)`, with integer wave numbers `k` from a set `s` and arbitrary complex coefficients, so it need not be normalised. The theorem `coefficient_eq_integral` says that multiplying this function by `exp(-2πimx)` and integrating exactly from 0 to 1 gives the coefficient `c m`, for any `m` in `s`. The proof takes the product inside the sum, where each term becomes a plane wave of wave number `k - m`. It then exchanges integral and sum, and uses the fact that a plane wave integrates to one if its wave number is zero and to zero otherwise.

The first attempt, which Lean rejects:

```lean
import Mathlib

open scoped Real

namespace GridQuadratureNotVariational

noncomputable section

/-- The plane wave `exp(2πikx)` of integer wave number `k` on the unit cell. -/
def planeWave (k : ℤ) (x : ℝ) : ℂ := Complex.exp (2 * π * Complex.I * k * x)

/-- The trigonometric polynomial with wave numbers in `s` and coefficients `c`. -/
def trigPoly (s : Finset ℤ) (c : ℤ → ℂ) : ℝ → ℂ :=
  fun x => ∑ k ∈ s, c k * planeWave k x

/-- Every plane wave equals one at both ends of the unit cell. -/
theorem planeWave_ends (k : ℤ) : planeWave k 1 = 1 ∧ planeWave k 0 = 1 := by
  constructor
  · rw [← Complex.exp_int_mul_two_pi_mul_I k, planeWave]
    congr 1
    push_cast
    ring
  · simp [planeWave]

/-- The integral of a plane wave over the unit cell is one for `k = 0` and zero otherwise. -/
theorem integral_planeWave (k : ℤ) :
    ∫ x in (0 : ℝ)..1, planeWave k x = if k = 0 then 1 else 0 := by
  by_cases hk : k = 0
  · simp [hk, planeWave]
  · have hc : 2 * π * Complex.I * (k : ℂ) ≠ 0 := by
      simp [hk, Real.pi_ne_zero]
    obtain ⟨h1, h0⟩ := planeWave_ends k
    simp only [planeWave] at h1 h0 ⊢
    rw [integral_exp_mul_complex hc, h1, h0]
    simp [hk]

/-- Integrating a trigonometric polynomial against `exp(-2πimx)` returns its coefficient
at `m`. -/
theorem coefficient_eq_integral (s : Finset ℤ) (c : ℤ → ℂ) {m : ℤ} (hm : m ∈ s) :
    ∫ x in (0 : ℝ)..1, planeWave (-m) x * trigPoly s c x = c m := by
  have hcont (k : ℤ) : Continuous (fun x : ℝ => planeWave k x) := by
    simp only [planeWave]
    fun_prop
  have hmul (k : ℤ) (x : ℝ) :
      planeWave (k - m) x = planeWave (-m) x * planeWave k x := by
    simp only [planeWave]
    rw [← Complex.exp_add]
    congr 1
    push_cast
    ring
  calc ∫ x in (0 : ℝ)..1, planeWave (-m) x * trigPoly s c x
      = ∫ x in (0 : ℝ)..1, ∑ k ∈ s, c k * planeWave (k - m) x := by
        refine intervalIntegral.integral_congr fun x _ => ?_
        simp only [trigPoly, Finset.mul_sum]
        exact Finset.sum_congr rfl fun k _ => by rw [hmul]; ring
    _ = ∑ k ∈ s, c k * (if k - m = 0 then 1 else 0) := by
        rw [intervalIntegral.integral_finset_sum
          fun k _ => (continuous_const.mul (hcont (k - m))).intervalIntegrable _ _]
        refine Finset.sum_congr rfl fun k _ => ?_
        rw [intervalIntegral.integral_const_mul, integral_planeWave]
    _ = c m := by simp [sub_eq_zero, hm]

end

end GridQuadratureNotVariational
```

Messages:

```
Main.lean:57:12: warning: `intervalIntegral.integral_finset_sum` has been deprecated: Use `intervalIntegral.integral_finsetSum` instead
Main.lean:57:12: error: Tactic `rewrite` failed: Did not find an occurrence of the pattern
  ∫ (x : ℝ) in ?m.215..?m.216, ∑ i ∈ ?m.184, ((fun x => ?m.213 i) * fun x => planeWave (i - m) x) x ∂?m.214
in the target expression
  ∫ (x : ℝ) in 0..1, ∑ k ∈ s, c k * planeWave (k - m) x = ∑ k ∈ s, c k * if k - m = 0 then 1 else 0

s : Finset ℤ
c : ℤ → ℂ
m : ℤ
hm : m ∈ s
hcont : ∀ (k : ℤ), Continuous fun x => planeWave k x
hmul : ∀ (k : ℤ) (x : ℝ), planeWave (k - m) x = planeWave (-m) x * planeWave k x
⊢ ∫ (x : ℝ) in 0..1, ∑ k ∈ s, c k * planeWave (k - m) x = ∑ k ∈ s, c k * if k - m = 0 then 1 else 0
```

Cause. The error arises where integral and sum are exchanged. `rw` takes the integrand it looks for from the integrability proof it is given. That proof is built with `continuous_const.mul`, which here speaks of a product of two functions, so the pattern contains `((fun x => ?m.213 i) * fun x => planeWave (i - m) x) x`. The goal has the product of values, `c k * planeWave (k - m) x`. The two are equal by definition, but `rw` does not unfold the multiplication of functions when it searches for its pattern, and so finds no match.

The repair first states the continuity as `hi`, with the integrand written as it is in the goal. Lean accepts the same proof for it, since checking a proof against a stated type does allow that unfolding. The pattern is now read from `hi` and matches.

The warning is a separate matter: `intervalIntegral.integral_finset_sum` is a deprecated name, and changing it to `intervalIntegral.integral_finsetSum` removes the warning but has no part in curing the error.

After these edits no error is left:

```diff
@@ -55,6 +55,7 @@
         exact Finset.sum_congr rfl fun k _ => by rw [hmul]; ring
     _ = ∑ k ∈ s, c k * (if k - m = 0 then 1 else 0) := by
-        rw [intervalIntegral.integral_finset_sum
-          fun k _ => (continuous_const.mul (hcont (k - m))).intervalIntegrable _ _]
+        have hi (k : ℤ) : Continuous fun x : ℝ => c k * planeWave (k - m) x :=
+          continuous_const.mul (hcont (k - m))
+        rw [intervalIntegral.integral_finsetSum fun k _ => (hi k).intervalIntegrable _ _]
         refine Finset.sum_congr rfl fun k _ => ?_
         rw [intervalIntegral.integral_const_mul, integral_planeWave]
```
